# With nonpositive hopping entries, no two-electron Hubbard triplet lies below every singlet

To find the ground-state energy of two electrons on a finite Hubbard cluster by exact diagonalisation, it is enough to diagonalise the singlet block, provided that the one-electron matrix is real and symmetric with no positive off-diagonal entry. The triplet block may match the lowest singlet energy but cannot undercut it. The reason is short: take the absolute value of every amplitude of a triplet, and the result is a singlet of the same norm and no higher energy.

## Two electrons on a finite set of sites

In Lean 4 with Mathlib:

```lean
import Mathlib

open ComplexConjugate

namespace TwoElectronHubbard

noncomputable section

variable {n : Type*} [Fintype n] [DecidableEq n]
```

The letter `n` stands for any finite set of sites. A two-electron spatial wavefunction will be a function `ψ : n → n → ℂ`, which takes a site i for the first electron and a site j for the second and returns the complex amplitude ψ(i,j).

```lean
/-- The two-electron Hubbard Hamiltonian acting on a spatial wavefunction: `h` moves each
electron, and `U i` is the energy of double occupancy of site `i`. -/
def hamiltonian (h : Matrix n n ℝ) (U : n → ℝ) (ψ : n → n → ℂ) : n → n → ℂ :=
  fun i j => ∑ k, (h i k : ℂ) * ψ k j + ∑ k, (h j k : ℂ) * ψ i k
    + ((if i = j then U i else 0 : ℝ) : ℂ) * ψ i j
```

A `def` introduces a named object. Here it is the Hamiltonian acting on ψ:

(Hψ)(i,j) = Σ_k h_ik ψ(k,j) + Σ_k h_jk ψ(i,k) + δ_ij U_i ψ(i,j)

The real matrix h moves one electron at a time, and its diagonal holds the one-electron site energies. U_i is the energy of double occupancy of site i and may have either sign. There is no interaction between different sites, and real h leaves out the complex hopping phases that a magnetic field can produce.

```lean
/-- The matrix element `⟨ψ|H|ψ⟩`, without normalization. -/
def expectation (h : Matrix n n ℝ) (U : n → ℝ) (ψ : n → n → ℂ) : ℂ :=
  ∑ i, ∑ j, conj (ψ i j) * hamiltonian h U ψ i j
```

This is ⟨ψ|H|ψ⟩ = Σ_ij ψ(i,j)* (Hψ)(i,j), not divided by the norm.

```lean
/-- The energy of a wavefunction, the real part of `⟨ψ|H|ψ⟩`. -/
def energy (h : Matrix n n ℝ) (U : n → ℝ) (ψ : n → n → ℂ) : ℝ :=
  (expectation h U ψ).re
```

The energy is declared to be the real part, so that it is a real number that can be compared with others.

```lean
/-- The squared norm `⟨ψ|ψ⟩`. -/
def normSquared (ψ : n → n → ℂ) : ℝ := ∑ i, ∑ j, ‖ψ i j‖ ^ 2
```

The squared norm is N(ψ) = Σ_ij |ψ(i,j)|², summed over ordered pairs of sites.

```lean
/-- The spatial part of a singlet is symmetric under exchange. -/
def IsSinglet (ψ : n → n → ℂ) : Prop := ∀ i j, ψ j i = ψ i j
```

A `Prop` is a statement that may be true or false. `IsSinglet ψ` says that ψ(j,i) = ψ(i,j) for all i and j. The antisymmetric spin factor is left implicit, since H does not act on spin.

```lean
/-- The spatial part of a triplet is antisymmetric under exchange. -/
def IsTriplet (ψ : n → n → ℂ) : Prop := ∀ i j, ψ j i = -ψ i j
```

`IsTriplet ψ` says that ψ(j,i) = −ψ(i,j), the spatial part shared by all three triplet spin states. It forces ψ(i,i) = 0.

```lean
/-- The wavefunction with every amplitude replaced by its absolute value. -/
def modulus (ψ : n → n → ℂ) : n → n → ℂ := fun i j => (‖ψ i j‖ : ℂ)
```

The modulus of ψ has the amplitudes |ψ(i,j)|, regarded as complex numbers.

## The expectation value is real

```lean
/-- For a real symmetric one-electron matrix, `⟨ψ|H|ψ⟩` is real. -/
theorem expectation_im {h : Matrix n n ℝ} (hs : h.IsSymm) (U : n → ℝ)
    (ψ : n → n → ℂ) : (expectation h U ψ).im = 0 := by
  apply Complex.conj_eq_iff_im.mp
  simp only [expectation, hamiltonian, map_sum, map_mul, map_add, mul_add, Finset.mul_sum,
    Complex.conj_conj, Complex.conj_ofReal, Finset.sum_add_distrib]
  congr 1
  · congr 1
    · -- hopping of the first electron: exchange initial and final site
      conv_lhs => rw [Finset.sum_comm]
      conv_rhs => rw [Finset.sum_comm]
      refine Finset.sum_congr rfl fun j _ => ?_
      conv_lhs => rw [Finset.sum_comm]
      refine Finset.sum_congr rfl fun a _ => Finset.sum_congr rfl fun b _ => ?_
      rw [hs.apply a b]
      ring
    · -- hopping of the second electron
      refine Finset.sum_congr rfl fun i _ => ?_
      conv_lhs => rw [Finset.sum_comm]
      refine Finset.sum_congr rfl fun a _ => Finset.sum_congr rfl fun b _ => ?_
      rw [hs.apply a b]
      ring
  · refine Finset.sum_congr rfl fun i _ => Finset.sum_congr rfl fun j _ => ?_
    ring
```

In a `theorem`, the hypotheses stand before the last colon, the claim after it, and the proof after `:=`. The hypothesis `hs` says that h is symmetric, and the claim is Im⟨ψ|H|ψ⟩ = 0.

By hand, conjugate the hopping term of the first electron and then exchange the names i and k:

(Σ_ijk ψ(i,j)* h_ik ψ(k,j))* = Σ_ijk ψ(k,j)* h_ik ψ(i,j) = Σ_ijk ψ(i,j)* h_ki ψ(k,j)

Since h_ki = h_ik, the term equals its own conjugate. The second electron's term works in the same way with j and k, and the on-site term is Σ_i U_i |ψ(i,i)|², which is real. In the proof, `Finset.sum_comm` carries out the exchange of summation indices and `hs.apply a b` supplies the symmetry of h.

## Taking absolute values does not raise the energy

```lean
/-- Replacing two amplitudes by their absolute values does not raise their coupling energy,
if the coupling is nonpositive or the two amplitudes coincide. -/
theorem coupling_le (t : ℝ) (z w : ℂ) (H : t ≤ 0 ∨ z = w) :
    (conj (‖z‖ : ℂ) * ((t : ℂ) * (‖w‖ : ℂ))).re ≤ (conj z * ((t : ℂ) * w)).re := by
  have e1 : conj (‖z‖ : ℂ) * ((t : ℂ) * (‖w‖ : ℂ)) = ((t * (‖z‖ * ‖w‖) : ℝ) : ℂ) := by
    rw [Complex.conj_ofReal]
    push_cast
    ring
  have e2 : conj z * ((t : ℂ) * w) = (t : ℂ) * (conj z * w) := by ring
  rw [e1, e2, Complex.ofReal_re, Complex.re_ofReal_mul]
  rcases H with ht | rfl
  · have hb : (conj z * w).re ≤ ‖z‖ * ‖w‖ :=
      (Complex.re_le_norm _).trans_eq (by simp)
    exact mul_le_mul_of_nonpos_left hb ht
  · rw [← Complex.normSq_eq_conj_mul_self, Complex.ofReal_re,
      Complex.normSq_eq_norm_sq, sq]
```

Here z and w are two amplitudes and t is the real matrix element that couples them. The claim is

t |z| |w| ≤ Re(z* t w), if t ≤ 0 or z = w.

The right-hand side is t Re(z* w), and Re(z* w) ≤ |z| |w|. Multiplying by t ≤ 0 reverses this inequality and gives the claim. If z = w, both sides are t |z|², whatever the sign of t. The steps `e1` and `e2` bring the two sides into this form, and `rcases` treats the two cases.

```lean
/-- With nonpositive off-diagonal entries of `h`, taking absolute values of the amplitudes
does not raise the energy of any two-electron wavefunction. -/
theorem energy_modulus_le {h : Matrix n n ℝ} (hoff : ∀ i j, i ≠ j → h i j ≤ 0)
    (U : n → ℝ) (ψ : n → n → ℂ) : energy h U (modulus ψ) ≤ energy h U ψ := by
  have H : ∀ (i k : n) (z w : ℂ), (i = k → z = w) → h i k ≤ 0 ∨ z = w := by
    intro i k z w hzw
    by_cases e : i = k
    · exact Or.inr (hzw e)
    · exact Or.inl (hoff i k e)
  simp only [energy, expectation, hamiltonian, mul_add, Finset.mul_sum, Complex.re_sum,
    Complex.add_re]
  -- compare the two hopping terms and the on-site term one by one
  refine Finset.sum_le_sum fun i _ => Finset.sum_le_sum fun j _ =>
    add_le_add (add_le_add (Finset.sum_le_sum fun k _ => ?_)
      (Finset.sum_le_sum fun k _ => ?_)) ?_
  · exact coupling_le (h i k) (ψ i j) (ψ k j) (H i k _ _ fun e => by rw [e])
  · exact coupling_le (h j k) (ψ i j) (ψ i k) (H j k _ _ fun e => by rw [e])
  · exact coupling_le (if i = j then U i else 0) (ψ i j) (ψ i j) (Or.inr rfl)
```

The hypothesis `hoff` says that h_ij ≤ 0 whenever i ≠ j. Physically, an electron lowers its energy by having amplitudes of equal sign on coupled sites, as in a bonding combination of s orbitals. In the common convention with hopping −t and t > 0, the condition is met.

Written out, the energy is

E(ψ) = Σ_ijk h_ik Re(ψ(i,j)* ψ(k,j)) + Σ_ijk h_jk Re(ψ(i,j)* ψ(i,k)) + Σ_i U_i |ψ(i,i)|²

Apply the previous inequality to each term. In the first sum, either k ≠ i and h_ik ≤ 0, or k = i and the two amplitudes coincide. The second sum is treated alike, and in the on-site term the amplitudes always coincide, which is why site energies and U_i are unrestricted. The local statement `H` records this alternative, and `Finset.sum_le_sum` adds up the inequalities. Symmetry of h is not used here; it is what makes this real part the full expectation value.

```lean
/-- With nonpositive off-diagonal entries of `h` and any on-site energies, the modulus of a
triplet wavefunction is a singlet wavefunction of equal norm and no higher energy. -/
theorem modulus_of_triplet {h : Matrix n n ℝ} (hoff : ∀ i j, i ≠ j → h i j ≤ 0)
    (U : n → ℝ) {ψ : n → n → ℂ} (hψ : IsTriplet ψ) :
    IsSinglet (modulus ψ) ∧ normSquared (modulus ψ) = normSquared ψ ∧
      energy h U (modulus ψ) ≤ energy h U ψ := by
  refine ⟨fun i j => ?_, ?_, energy_modulus_le hoff U ψ⟩
  · simp only [modulus]
    rw [hψ i j, norm_neg]
  · simp [normSquared, modulus]
```

The symbol `∧` means "and", so three things are claimed for a triplet ψ. The modulus is a singlet, because |ψ(j,i)| = |−ψ(i,j)| = |ψ(i,j)|. Its norm is unchanged, because N contains only absolute values. Its energy is no higher, by the preceding theorem.

For a numerical instance, take sites 0, 1, 2 with h_ij = −1 for i ≠ j and zero diagonal. Let

ψ(0,1) = ψ(1,2) = ψ(2,0) = 1/√6

with the opposite sign for exchanged sites and ψ(i,i) = 0. For fixed j, the two nonzero amplitudes have opposite signs, so their product is −1/6. The first electron's hopping contains six such terms, each equal to (−1)(−1/6), and gives 1. The second electron's gives 1 as well, so E(ψ) = 2. For the modulus every product is +1/6, and the energy is −1 − 1 = −2. The U_i play no part, since neither state has double occupancy.

```lean
/-- Every lower bound on the energies of normalized singlets is also a lower bound on the
energies of normalized triplets. -/
theorem no_triplet_below_singlets {h : Matrix n n ℝ} (hoff : ∀ i j, i ≠ j → h i j ≤ 0)
    (U : n → ℝ) {E : ℝ}
    (hE : ∀ φ : n → n → ℂ, IsSinglet φ → normSquared φ = 1 → E ≤ energy h U φ)
    {ψ : n → n → ℂ} (hψ : IsTriplet ψ) (h1 : normSquared ψ = 1) : E ≤ energy h U ψ := by
  obtain ⟨hs, hn, he⟩ := modulus_of_triplet hoff U hψ
  exact (hE _ hs (hn.trans h1)).trans he
```

The hypothesis `hE` says that E is a lower bound on the energies of all normalised singlets. The conclusion is that E also bounds every normalised triplet. Given such a triplet ψ, its modulus is a normalised singlet, so

E ≤ energy(|ψ|) ≤ energy(ψ).

On a cluster with at least one site, the lowest singlet energy is itself such a bound. Ties are allowed: if h and all U_i vanish, every energy is zero.

## A triangle with the opposite sign

```lean
/-- The one-electron matrix of a triangle with all off-diagonal entries equal to `t`. -/
def triangle (t : ℝ) : Matrix (Fin 3) (Fin 3) ℝ := !![0, t, t; t, 0, t; t, t, 0]
```

The notation `!![...]` lists a matrix row by row, and `Fin 3` is the set of sites 0, 1, 2. Note that t is now the matrix entry itself, so t > 0 violates the sign condition.

```lean
/-- An antisymmetric wavefunction on the triangle with amplitudes `0`, `1` and `-1`. -/
def triangleTriplet : Fin 3 → Fin 3 → ℂ := ![![0, 1, -1], ![-1, 0, 1], ![1, -1, 0]]
```

This is √6 times the ψ of the numerical instance.

```lean
/-- On the triangle with uniform `U`, the energy plus `2t` times the squared norm is a combination
of squared column sums, row sums and double-occupancy amplitudes. -/
theorem triangle_energy (t U : ℝ) (φ : Fin 3 → Fin 3 → ℂ) :
    energy (triangle t) (fun _ => U) φ + 2 * t * normSquared φ =
      t * ∑ j, ‖∑ i, φ i j‖ ^ 2 + t * ∑ i, ‖∑ j, φ i j‖ ^ 2 + U * ∑ i, ‖φ i i‖ ^ 2 := by
  simp [energy, expectation, hamiltonian, triangle, normSquared, Fin.sum_univ_three,
    Complex.sq_norm, Complex.normSq_apply]
  ring
```

For any real t and U and any φ, the identity reads

E(φ) + 2t N(φ) = t Σ_j |Σ_i φ(i,j)|² + t Σ_i |Σ_j φ(i,j)|² + U Σ_i |φ(i,i)|²

By hand, use h_ik = t(1 − δ_ik). For fixed j, the first electron's hopping is

Σ_ik h_ik φ(i,j)* φ(k,j) = t |Σ_i φ(i,j)|² − t Σ_i |φ(i,j)|²

Summed over j, the last term gives −t N(φ). The second electron contributes the row sums and another −t N(φ), and U multiplies the double occupancies. In the proof, `simp` writes everything in real and imaginary parts of the nine amplitudes and `ring` checks the resulting polynomial identity.

```lean
/-- The sign condition matters: on a triangle with positive off-diagonal entries `t` and
repulsion `U`, a triplet has energy `-2t` per squared norm and every singlet lies higher. -/
theorem triangle_triplet_below_singlets {t U : ℝ} (ht : 0 < t) (hU : 0 < U) :
    IsTriplet triangleTriplet ∧ normSquared triangleTriplet = 6 ∧
    energy (triangle t) (fun _ => U) triangleTriplet
      = -2 * t * normSquared triangleTriplet ∧
    ∀ φ : Fin 3 → Fin 3 → ℂ, IsSinglet φ → φ ≠ 0 →
      -2 * t * normSquared φ < energy (triangle t) (fun _ => U) φ := by
  refine ⟨?_, ?_, ?_, ?_⟩
  · intro i j
    fin_cases i <;> fin_cases j <;> simp [triangleTriplet]
  · simp [normSquared, triangleTriplet, Fin.sum_univ_three]
    norm_num
  · have e : energy (triangle t) (fun _ => U) triangleTriplet
        + 2 * t * normSquared triangleTriplet = 0 := by
      rw [triangle_energy]
      simp [triangleTriplet, Fin.sum_univ_three]
    linarith
  · intro φ hs hne
    by_contra hlt
    have hle := le_of_not_gt hlt
    have id := triangle_energy t U φ
    have hA : 0 ≤ t * ∑ j, ‖∑ i, φ i j‖ ^ 2 := by positivity
    have hB : 0 ≤ ∑ i, ‖∑ j, φ i j‖ ^ 2 := by positivity
    have hC : 0 ≤ ∑ i, ‖φ i i‖ ^ 2 := by positivity
    have hB0 : ∑ i, ‖∑ j, φ i j‖ ^ 2 = 0 :=
      le_antisymm (le_of_not_gt fun hp => by
        linarith [mul_pos ht hp, mul_nonneg hU.le hC]) hB
    have hC0 : ∑ i, ‖φ i i‖ ^ 2 = 0 :=
      le_antisymm (le_of_not_gt fun hp => by
        linarith [mul_pos hU hp, mul_nonneg ht.le hB]) hC
    -- row sums and double occupancies vanish, which forces a symmetric `φ` to vanish
    have r : ∀ i, ∑ j, φ i j = 0 := fun i =>
      norm_eq_zero.mp ((pow_eq_zero_iff two_ne_zero).mp
        ((Finset.sum_eq_zero_iff_of_nonneg (fun i _ => by positivity)).mp hB0 i
          (Finset.mem_univ i)))
    have d : ∀ i, φ i i = 0 := fun i =>
      norm_eq_zero.mp ((pow_eq_zero_iff two_ne_zero).mp
        ((Finset.sum_eq_zero_iff_of_nonneg (fun i _ => by positivity)).mp hC0 i
          (Finset.mem_univ i)))
    simp only [Fin.sum_univ_three] at r
    have h01 : φ 0 1 = 0 := by
      linear_combination (r 0 + r 1 - r 2 - d 0 - d 1 + d 2 - hs 0 1 + hs 0 2 + hs 1 2) / 2
    have h02 : φ 0 2 = 0 := by linear_combination r 0 - d 0 - h01
    have h12 : φ 1 2 = 0 := by linear_combination r 1 - d 1 - hs 0 1 - h01
    apply hne
    funext i j
    fin_cases i <;> fin_cases j <;>
      simp [d, h01, h02, h12, hs 0 1, hs 0 2, hs 1 2]

end

end TwoElectronHubbard
```

Let t > 0 and U > 0. In `triangleTriplet` every row and every column sums to zero and every diagonal entry is zero, so the right-hand side of the identity vanishes. With N = 6 the energy is −12t, which is −2t for the normalised state.

Now suppose that a nonzero singlet φ had E(φ) ≤ −2t N(φ). The three terms on the right of the identity are nonnegative and their sum is at most zero, so each vanishes. Hence φ(i,i) = 0 and all row sums are zero. With a = φ(0,1), b = φ(0,2) and c = φ(1,2), symmetry gives

a + b = 0, a + c = 0, b + c = 0

Adding the first two equations and subtracting the third gives 2a = 0, and then b = c = 0. So φ = 0, a contradiction, and every normalised singlet lies strictly above −2t.

The proof follows the same route. `by_contra` makes the supposition, `hB0` and `hC0` are the vanishing sums, `r` and `d` are the row sums and diagonal entries, and `linear_combination` solves the linear equations. For two electrons on this triangle, then, the ground state is a triplet, and diagonalising only the singlet block would miss it.

```lean
#print axioms TwoElectronHubbard.expectation_im
#print axioms TwoElectronHubbard.no_triplet_below_singlets
#print axioms TwoElectronHubbard.triangle_triplet_below_singlets
```

```
'TwoElectronHubbard.expectation_im' depends on axioms: [propext, Classical.choice, Quot.sound]
'TwoElectronHubbard.no_triplet_below_singlets' depends on axioms: [propext, Classical.choice, Quot.sound]
'TwoElectronHubbard.triangle_triplet_below_singlets' depends on axioms: [propext, Classical.choice, Quot.sound]
```
